# A positive multiple of the exponential bounds sinh from below on x ≥ a > 0

The declaration `sinh_lower_bound` says that for every real a > 0 there is a constant c > 0 such that c eˣ ≤ sinh x for all x ≥ a. It is a purely analytic inequality: no Hamiltonian, state or other physical model enters the statement. The attempt takes c = (1 − e^(−2a))/2, which is positive because e^(−2a) < 1. For the bound itself it shows that e^(−x) ≤ e^(−2a) eˣ when x ≥ a, and puts this into sinh x = (eˣ − e^(−x))/2.

This version doesn't compile in Lean 4 with Mathlib:

```lean
import Mathlib

open MeasureTheory Set Filter
open scoped Real Topology

namespace LiebWuGap

noncomputable section

/-- For each `a > 0`, `sinh` is bounded below on `x ≥ a` by a positive multiple of the exponential.
-/
theorem sinh_lower_bound {a : ℝ} (ha : 0 < a) :
    ∃ c : ℝ, 0 < c ∧ ∀ x, a ≤ x → c * Real.exp x ≤ Real.sinh x := by
  refine ⟨(1 - Real.exp (-2 * a)) / 2, ?_, fun x hx => ?_⟩
  · have : Real.exp (-2 * a) < 1 := Real.exp_lt_one (by linarith)
    linarith
  · have h : Real.exp (-x) ≤ Real.exp (-2 * a) * Real.exp x := by
      rw [← Real.exp_add]
      exact Real.exp_le_exp.mpr (by linarith)
    rw [Real.sinh_eq]
    nlinarith [h]

end

end LiebWuGap
```

Messages:

```
Main.lean:15:36: error(lean.unknownIdentifier): Unknown constant `Real.exp_lt_one`
```

After these edits no error is left:

```diff
@@ -13,5 +13,5 @@
     ∃ c : ℝ, 0 < c ∧ ∀ x, a ≤ x → c * Real.exp x ≤ Real.sinh x := by
   refine ⟨(1 - Real.exp (-2 * a)) / 2, ?_, fun x hx => ?_⟩
-  · have : Real.exp (-2 * a) < 1 := Real.exp_lt_one (by linarith)
+  · have : Real.exp (-2 * a) < 1 := Real.exp_lt_one_iff.mpr (by linarith)
     linarith
   · have h : Real.exp (-x) ≤ Real.exp (-2 * a) * Real.exp x := by
```

What went wrong. The message says that Lean finds no constant called `Real.exp_lt_one` in the environment. The proof calls it to show that e^(−2a) < 1, the fact from which c > 0 follows. The fault is in the name, not in the mathematics, since −2a is indeed negative.

The repair uses `Real.exp_lt_one_iff`, which states that the exponential of a real number is less than 1 exactly when that number is negative. Its direction `.mpr` turns a proof of −2a < 0 into the required inequality, and `linarith` supplies that proof from `ha`. Nothing else in the file changes.
